# The Tao-Mo interpolation weight exceeds one inside [0, 1], by at most one percent

Suppose a programmer sees that the Tao-Mo weight is 0 at one end of its range and 1 at the other, and adds a check that it stays between them. The check then fails on correct values. An argument for a bound on the exchange enhancement factor goes wrong in the same way if it assumes that a mixture of two different numbers must lie between them: near the upper end of the range, this mixture does not.

The variable is $z=\tau_W/\tau$. In atomic units $\tau_W=|\nabla n|^2/(8n)$ is the von Weizsäcker kinetic energy density of the electron density $n$, and $\tau=\tfrac12\sum_i|\nabla\psi_i|^2$ is that of the occupied spin orbitals $\psi_i$, so a doubly occupied spatial orbital counts twice. Physically $0\le z\le1$, with $z=0$ for a uniform density and $z=1$ where a single real orbital with nonzero gradient makes up the density. Below, $z$ is simply a real number.

```lean
import Mathlib

namespace TaoMoWeight

noncomputable section
```

## The weight and the mixture

The weight is

$$w(z)=\frac{z^2+3z^3}{(1+z^3)^2}.$$

```lean
/-- The Tao-Mo interpolation weight as a function of `z`, the ratio of the von Weizsäcker to the
full kinetic energy density; it is used for `z ≥ 0`, where the denominator is positive. -/
def weight (z : ℝ) : ℝ := (z ^ 2 + 3 * z ^ 3) / (1 + z ^ 3) ^ 2
```

It mixes two enhancement factors, $A$ from the density-matrix expansion and $B$ for a slowly varying density:

$$F=wA+(1-w)B.$$

```lean
/-- The interpolated exchange enhancement factor: `A` (density-matrix expansion) enters with the
Tao-Mo weight and `B` (slowly varying density) with its complement; used for `z ≥ 0`. -/
def mixedFactor (z A B : ℝ) : ℝ := weight z * A + (1 - weight z) * B
```

In `mixedFactor`, `A` and `B` are arbitrary real numbers. Their published expressions in terms of the density play no part, so the results hold point by point for any two values.

## Where the weight passes one

To compare $w$ with 1, subtract the denominator from the numerator:

$$z^2+3z^3-(1+z^3)^2=z^2+z^3-1-z^6=(1-z)(z^3+z^4+z^5-z-1).$$

Multiplying out the right-hand side confirms the last equality, which `ring` does in Lean.

```lean
/-- The difference between numerator and denominator of the weight factorises, with a root
at `z = 1`. -/
theorem overshoot_factorisation (z : ℝ) :
    z ^ 2 + 3 * z ^ 3 - (1 + z ^ 3) ^ 2
      = (1 - z) * (z ^ 3 + z ^ 4 + z ^ 5 - (z + 1)) := by
  ring
```

For $0\le z<1$ both the denominator and $1-z$ are positive. The sign of the difference is therefore that of the second factor, and

$$w(z)>1\iff z+1<z^3+z^4+z^5.$$

The proof clears the denominator with `one_lt_div`, inserts the factorisation and drops the positive factor.

```lean
/-- For `0 ≤ z < 1` the weight exceeds one exactly when `z + 1 < z³ + z⁴ + z⁵`. -/
theorem one_lt_weight_iff {z : ℝ} (h0 : 0 ≤ z) (h1 : z < 1) :
    1 < weight z ↔ z + 1 < z ^ 3 + z ^ 4 + z ^ 5 := by
  have hden : 0 < (1 + z ^ 3) ^ 2 := by positivity
  have key := overshoot_factorisation z
  unfold weight
  rw [one_lt_div hden, ← sub_pos, key, mul_pos_iff_of_pos_left (sub_pos.2 h1), sub_pos]
```

Now let $0.9\le z<1$. Then $z^3\ge0.729$, hence $z^4\ge0.729\,z$ and $z^5\ge0.729\,z^2\ge0.6561\,z$. Adding these gives

$$z^3+z^4+z^5-(z+1)\ge0.3851\,z-0.271\ge0.0755>0.$$

The hypotheses `h3` to `h6` are these power estimates, and `nlinarith` adds them up.

```lean
/-- The weight exceeds one on the whole interval `9/10 ≤ z < 1`. -/
theorem one_lt_weight {z : ℝ} (h0 : 9 / 10 ≤ z) (h1 : z < 1) : 1 < weight z := by
  have hz : 0 ≤ z := by linarith
  rw [one_lt_weight_iff hz h1]
  -- bound each power from below by a linear function of z
  have h3 : (9 / 10 : ℝ) ^ 3 ≤ z ^ 3 := pow_le_pow_left₀ (by norm_num) h0 3
  have h4 := mul_le_mul_of_nonneg_right h3 hz
  have h5 := mul_le_mul_of_nonneg_right h3 (sq_nonneg z)
  have h6 := mul_le_mul_of_nonneg_right h0 hz
  nlinarith [h3, h4, h5, h6]
```

For $0\le z\le0.88$ the same estimates run the other way. With $c=0.88^3=0.681472$,

$$z^3+z^4+z^5\le c+cz+0.88\,cz<1+z,$$

because $1.88\,c-1<0.2812$ and $0.2812\cdot0.88<1-c$. The difference between numerator and denominator is then negative, so $w<1$. In Lean, `hP` is the inequality just shown, and `hprod` multiplies it by $1-z>0$.

```lean
/-- The weight stays below one for `0 ≤ z ≤ 22/25`. -/
theorem weight_lt_one {z : ℝ} (h0 : 0 ≤ z) (h1 : z ≤ 22 / 25) : weight z < 1 := by
  have hden : 0 < (1 + z ^ 3) ^ 2 := by positivity
  -- bound each power from above by a linear function of z
  have h3 : z ^ 3 ≤ (22 / 25 : ℝ) ^ 3 := pow_le_pow_left₀ h0 h1 3
  have h4 := mul_le_mul_of_nonneg_right h3 h0
  have h5 := mul_le_mul_of_nonneg_right h3 (sq_nonneg z)
  have h6 := mul_le_mul_of_nonneg_right h1 h0
  have hP : 0 < z + 1 - (z ^ 3 + z ^ 4 + z ^ 5) := by nlinarith [h3, h4, h5, h6]
  have hz : 0 < 1 - z := by linarith
  have hprod := mul_pos hz hP
  unfold weight
  rw [div_lt_one hden]
  linarith [overshoot_factorisation z, hprod,
    mul_neg (1 - z) (z ^ 3 + z ^ 4 + z ^ 5 - (z + 1)),
    show (1 - z) * (z + 1 - (z ^ 3 + z ^ 4 + z ^ 5))
      = -((1 - z) * (z ^ 3 + z ^ 4 + z ^ 5 - (z + 1))) by ring]
```

The weight thus crosses one somewhere between $0.88$ and $0.9$.

## The one-percent ceiling

For $z\ge0$ the numerator is nonnegative and the denominator positive, so $w\ge0$. The upper bound $w\le1.01$ follows from an identity:

$$\begin{aligned}1.01(1+z^3)^2-z^2-3z^3={}&1.01\,(z^3-0.84)^2\\&+0.3584\,(z-0.931)^2(2z+0.931)\\&+0.0010112\,z^2+c_0,\end{aligned}$$

with a constant $c_0\approx0.0081>0$. To check it, note that $(z-a)^2(2z+a)=2z^3-3az^2+a^3$ and compare coefficients. Every term on the right is nonnegative for $z\ge0$.

Lean clears the denominator with `div_le_iff₀`. The facts `hA`, `hB` and `sq_nonneg z` supply the three variable terms, and `nlinarith` finds suitable coefficients itself.

```lean
/-- For every `z ≥ 0` the weight is nonnegative and at most `1.01`. -/
theorem weight_bounds {z : ℝ} (hz : 0 ≤ z) : 0 ≤ weight z ∧ weight z ≤ 101 / 100 := by
  have hden : 0 < (1 + z ^ 3) ^ 2 := by positivity
  unfold weight
  refine ⟨by positivity, ?_⟩
  rw [div_le_iff₀ hden]
  -- two nonnegative expressions that nearly vanish where the weight is largest
  have hA : 0 ≤ (z ^ 3 - 84 / 100) ^ 2 := sq_nonneg _
  have hB : 0 ≤ (z - 931 / 1000) ^ 2 * (2 * z + 931 / 1000) := by positivity
  nlinarith [hA, hB, sq_nonneg z]
```

The endpoint values are $w(0)=0$ and $w(1)=4/4=1$, while $w(0.9)=2.997/2.989441\approx1.0025$. If $w$ were nondecreasing on $[0,1]$, then $w(0.9)\le w(1)=1$, a contradiction.

```lean
/-- The Tao-Mo weight takes the values 0 and 1 at the ends of `[0, 1]` but exceeds one at `z =
9/10`; it is not nondecreasing on `[0, 1]`, and there it lies between 0 and `1.01`. -/
theorem weight_overshoots_within_one_percent :
    weight 0 = 0 ∧ weight 1 = 1 ∧ 1 < weight (9 / 10) ∧
      ¬ MonotoneOn weight (Set.Icc 0 1) ∧
      ∀ z ∈ Set.Icc (0 : ℝ) 1, 0 ≤ weight z ∧ weight z ≤ 101 / 100 := by
  have w0 : weight 0 = 0 := by norm_num [weight]
  have w1 : weight 1 = 1 := by norm_num [weight]
  have w9 : 1 < weight (9 / 10) := one_lt_weight le_rfl (by norm_num)
  refine ⟨w0, w1, w9, ?_, fun z hz => weight_bounds hz.1⟩
  -- the weight has to come down again between 9/10 and 1
  intro hm
  have h9 : (9 / 10 : ℝ) ∈ Set.Icc (0 : ℝ) 1 := ⟨by norm_num, by norm_num⟩
  have h1 : (1 : ℝ) ∈ Set.Icc (0 : ℝ) 1 := ⟨by norm_num, le_rfl⟩
  have hle := hm h9 h1 (by norm_num)
  linarith
```

`MonotoneOn weight (Set.Icc 0 1)` means that $w$ is nondecreasing on the closed interval $[0,1]$, and the theorem denies this. Its last clause gives $0\le w\le1.01$ there.

## What the overshoot does to the enhancement factor

Rewrite the mixture as

$$F=A+(w-1)(A-B).$$

If $0.9\le z<1$ and $A\ne B$, then $w-1>0$, and $F$ lies beyond $A$ on the side away from $B$. The mixture is then not a convex combination. The proof treats $A<B$ and $A>B$ separately; in each case `hp` says that the displacement $(w-1)|A-B|$ is positive, which contradicts membership in the interval.

```lean
/-- For `9/10 ≤ z < 1` and two different enhancement factors, the interpolated factor lies outside
the closed interval between them. -/
theorem mixedFactor_not_between {z A B : ℝ} (h0 : 9 / 10 ≤ z) (h1 : z < 1) (hAB : A ≠ B) :
    mixedFactor z A B ∉ Set.uIcc A B := by
  have hw : 0 < weight z - 1 := sub_pos.2 (one_lt_weight h0 h1)
  intro hmem
  rw [Set.mem_uIcc] at hmem
  unfold mixedFactor at hmem
  -- the mixture passes beyond A, on the side away from B
  rcases lt_or_gt_of_ne hAB with h | h
  · have hp := mul_pos hw (sub_pos.2 h)
    rcases hmem with ⟨ha, hb⟩ | ⟨ha, hb⟩
    · nlinarith [hp]
    · linarith
  · have hp := mul_pos hw (sub_pos.2 h)
    rcases hmem with ⟨ha, hb⟩ | ⟨ha, hb⟩
    · linarith
    · nlinarith [hp]
```

The choice of interval matters here. `Set.uIcc A B` is the closed interval between the two numbers in either order. With `Set.Icc A B` the statement would be empty of content for $A>B$, since that set then has no elements.

For the size of the excursion, write $F=B+w(A-B)$ and let $d=|A-B|$. If $A\le B$, then $F=B-wd$, and $0\le w\le1.01$ gives

$$A-0.01\,d\le F\le B.$$

If $A\ge B$, then $B\le F\le A+0.01\,d$. The excess occurs only at the $A$ end; the theorem states the simpler symmetric bound. In the proof, `hp` and `hq` are the bounds on $w$ multiplied by $d$.

```lean
/-- For every `z ≥ 0` the interpolated factor leaves the interval between the two enhancement
factors by at most one percent of their distance. -/
theorem mixedFactor_bounds {z : ℝ} (hz : 0 ≤ z) (A B : ℝ) :
    min A B - |A - B| / 100 ≤ mixedFactor z A B ∧
      mixedFactor z A B ≤ max A B + |A - B| / 100 := by
  obtain ⟨hw0, hw1⟩ := weight_bounds hz
  unfold mixedFactor
  rcases le_total A B with h | h
  · have hp := mul_nonneg hw0 (sub_nonneg.2 h)
    have hq := mul_le_mul_of_nonneg_right hw1 (sub_nonneg.2 h)
    rw [min_eq_left h, max_eq_right h, abs_of_nonpos (sub_nonpos.2 h)]
    constructor <;> nlinarith [hp, hq]
  · have hp := mul_nonneg hw0 (sub_nonneg.2 h)
    have hq := mul_le_mul_of_nonneg_right hw1 (sub_nonneg.2 h)
    rw [min_eq_right h, max_eq_left h, abs_of_nonneg (sub_nonneg.2 h)]
    constructor <;> nlinarith [hp, hq]

end

end TaoMoWeight
```

```lean
#print axioms TaoMoWeight.weight_lt_one
-- 'TaoMoWeight.weight_lt_one' depends on axioms: [propext, Classical.choice, Quot.sound]
#print axioms TaoMoWeight.weight_overshoots_within_one_percent
-- 'TaoMoWeight.weight_overshoots_within_one_percent' depends on axioms: [propext, Classical.choice, Quot.sound]
#print axioms TaoMoWeight.mixedFactor_not_between
-- 'TaoMoWeight.mixedFactor_not_between' depends on axioms: [propext, Classical.choice, Quot.sound]
#print axioms TaoMoWeight.mixedFactor_bounds
-- 'TaoMoWeight.mixedFactor_bounds' depends on axioms: [propext, Classical.choice, Quot.sound]
```

## At a grid point of a calculation

A density-functional code that uses this weight evaluates $\tau_W$, $\tau$, $z$, $w$ and $F$ at each point of the integration grid. A range check on $w$ should allow values up to $1.01$. Clamping $w$ to 1 would change the functional wherever $0.9\le z<1$ and $A\ne B$. Rounding can push $z$ slightly above 1, and the bounds still apply, because `weight_bounds` and `mixedFactor_bounds` need only $z\ge0$.

For electronic structure, this means that a constant bound obeyed by both $A$ and $B$ does not automatically hold for the interpolated factor, but any violation is at most one percent of $|A-B|$ at the point in question. Where $0\le z\le0.88$ the weight lies between 0 and 1, and such a bound carries over exactly.
